# Where the energy is minimal along orbital rotations, its symmetric gradient commutes with the symmetric occupation matrix

In a metal at finite electronic temperature, states near the Fermi level are partly filled. Ensemble density functional theory describes them by orbitals C and an occupation matrix F, which need not be diagonal. If no rotation of the orbitals lowers the energy, how must F be related to the Hamiltonian matrix h?

```lean
import Mathlib

open Matrix
open scoped Matrix.Norms.Operator

namespace EnsembleDFT

noncomputable section

variable {m n : Type*} [Fintype m] [Fintype n] [DecidableEq n]
```

The index type `n` labels orbitals and `m` labels basis functions. Both are finite.

```lean
/-- The ensemble density matrix `C F Cᵀ` built from orbital coefficients `C` and an
occupation matrix `F`. -/
def densityMatrix (C : Matrix m n ℝ) (F : Matrix n n ℝ) : Matrix m m ℝ :=
  C * F * Cᵀ
```

This is D = C F Cᵀ, with real coefficients. Nothing restricts the eigenvalues of F to lie between 0 and 1, or fixes its trace.

```lean
/-- The path `exp(tA) F exp(-tA)`. For antisymmetric `A` it is the occupation matrix `F` carried
along the orbital rotation generated by `A`. -/
def rotated (A F : Matrix n n ℝ) (t : ℝ) : Matrix n n ℝ :=
  NormedSpace.exp (t • A) * F * NormedSpace.exp (-(t • A))
```

With C fixed, F moves along

F(t) = exp(tA) F exp(−tA).

For antisymmetric A, exp(tA) is orthogonal, and D changes as if C had become C exp(tA) with F fixed. The symbol `•` multiplies a matrix by a number.

```lean
/-- The energy `E` is differentiable at `F`, with derivative `X ↦ tr(h X)`. -/
def HasEnergyGradient (E : Matrix n n ℝ → ℝ) (h F : Matrix n n ℝ) : Prop :=
  ∃ L : Matrix n n ℝ →L[ℝ] ℝ, (∀ X, L X = trace (h * X)) ∧ HasFDerivAt E L F
```

The energy E is a function of F at fixed C. Its derivative L sends a small change X to tr(hX). In Kohn–Sham theory h is the Hamiltonian matrix between the current orbitals; here it is any matrix representing the derivative.

```lean
/-- Along every orbital rotation with antisymmetric generator, the energy has a local
minimum at the unrotated `F`. -/
def IsRotationMinimum (E : Matrix n n ℝ → ℝ) (F : Matrix n n ℝ) : Prop :=
  ∀ A : Matrix n n ℝ, Aᵀ = -A → IsLocalMin (fun t : ℝ => E (rotated A F t)) 0
```

For each antisymmetric A, t = 0 is a local minimum of E(F(t)). The occupation eigenvalues are not optimised.

## Orbital mixing that leaves the density matrix alone

```lean
omit [Fintype m] in
/-- Gauge invariance: an orthogonal mixing `U` of the orbitals, accompanied by
`F → Uᵀ F U`, leaves the density matrix unchanged. -/
theorem densityMatrix_gauge (C : Matrix m n ℝ) (F U : Matrix n n ℝ) (hU : U * Uᵀ = 1) :
    densityMatrix (C * U) (Uᵀ * F * U) = densityMatrix C F := by
  unfold densityMatrix
  calc C * U * (Uᵀ * F * U) * (C * U)ᵀ
      = C * (U * Uᵀ) * F * (U * Uᵀ) * Cᵀ := by
        simp only [Matrix.transpose_mul, Matrix.mul_assoc]
    _ = C * F * Cᵀ := by simp only [hU, Matrix.mul_one]
```

In a Lean theorem the assumptions precede the colon and the claim follows it. Here `hU` says that U is orthogonal, and by hand

(CU)(UᵀFU)(CU)ᵀ = C(UUᵀ)F(UUᵀ)Cᵀ = CFCᵀ.

The `calc` block is this line.

```lean
/-- For orthonormal orbitals mixed by an orthogonal `U`, the density matrix is unchanged
exactly when the occupation matrix becomes `Uᵀ F U`. -/
theorem densityMatrix_gauge_iff (C : Matrix m n ℝ) (F F' U : Matrix n n ℝ)
    (hC : Cᵀ * C = 1) (hU : U * Uᵀ = 1) :
    densityMatrix (C * U) F' = densityMatrix C F ↔ F' = Uᵀ * F * U := by
  constructor
  · intro h
    unfold densityMatrix at h
    -- the mixed orbitals are again orthonormal
    have hV : (C * U)ᵀ * (C * U) = 1 := by
      calc (C * U)ᵀ * (C * U) = Uᵀ * (Cᵀ * C) * U := by
            simp only [Matrix.transpose_mul, Matrix.mul_assoc]
        _ = 1 := by rw [hC, Matrix.mul_one, mul_eq_one_comm.1 hU]
    -- project the density matrix onto them
    calc F' = ((C * U)ᵀ * (C * U)) * F' * ((C * U)ᵀ * (C * U)) := by
          rw [hV, Matrix.one_mul, Matrix.mul_one]
      _ = (C * U)ᵀ * (C * U * F' * (C * U)ᵀ) * (C * U) := by
          simp only [Matrix.mul_assoc]
      _ = (C * U)ᵀ * (C * F * Cᵀ) * (C * U) := by rw [h]
      _ = Uᵀ * (Cᵀ * C) * F * (Cᵀ * C) * U := by
          simp only [Matrix.transpose_mul, Matrix.mul_assoc]
      _ = Uᵀ * F * U := by simp only [hC, Matrix.mul_one]
  · rintro rfl
    exact densityMatrix_gauge C F U hU
```

If also CᵀC = 1 (orthonormal orbitals in an orthonormal basis), no other F′ compensates for U. Put V = CU, so that VᵀV = UᵀCᵀCU = 1. If VF′Vᵀ = CFCᵀ, then

F′ = Vᵀ(VF′Vᵀ)V = UᵀCᵀCFCᵀCU = UᵀFU.

The converse is the previous theorem.

## From zero slope to a zero commutator

```lean
/-- For any `A`, the slope at `t = 0` of the energy along `exp(tA) F exp(-tA)` is
`tr(A (F h - h F))`, where the energy has derivative `X ↦ tr(h X)` at `F`. -/
theorem hasDerivAt_energy_rotated {E : Matrix n n ℝ → ℝ} {h F : Matrix n n ℝ}
    (hE : HasEnergyGradient E h F) (A : Matrix n n ℝ) :
    HasDerivAt (fun t : ℝ => E (rotated A F t)) (trace (A * (F * h - h * F))) 0 := by
  obtain ⟨L, hL, hD⟩ := hE
  have h1 : HasDerivAt (fun u : ℝ => NormedSpace.exp (u • A)) A 0 := by
    have e := hasDerivAt_exp_smul_const A (0 : ℝ)
    simp at e
    exact e
  have h2 : HasDerivAt (fun u : ℝ => NormedSpace.exp (-(u • A))) (-A) 0 := by
    have e := hasDerivAt_exp_smul_const (-A) (0 : ℝ)
    simp at e
    exact e
  -- the path leaves `F` with velocity `A F - F A`
  have h3 : HasDerivAt (rotated A F) (A * F - F * A) 0 :=
    ((h1.mul_const F).fun_mul h2).congr_deriv (by simp [sub_eq_add_neg])
  have h0 : rotated A F 0 = F := by simp [rotated]
  have hD' : HasFDerivAt E L (rotated A F 0) := by rw [h0]; exact hD
  refine (hD'.comp_hasDerivAt 0 h3).congr_deriv ?_
  -- cyclicity of the trace moves `A` to the front
  have c1 : trace (h * (A * F)) = trace (A * (F * h)) := by
    rw [Matrix.trace_mul_comm, Matrix.mul_assoc]
  have c2 : trace (h * (F * A)) = trace (A * (h * F)) := by
    rw [← Matrix.mul_assoc, Matrix.trace_mul_comm]
  have hv : L (A * F - F * A) = trace (h * (A * F - F * A)) := hL _
  refine hv.trans ?_
  rw [Matrix.mul_sub, Matrix.mul_sub, Matrix.trace_sub, Matrix.trace_sub, c1, c2]
```

At t = 0 the two exponentials have derivatives A and −A (`h1`, `h2`), so the product rule gives dF/dt = AF − FA there (`h3`). The chain rule and cyclicity of the trace (`c1`, `c2`) then give

dE/dt = tr(h(AF − FA)) = tr(AFh) − tr(AhF) = tr(A(Fh − hF)).

```lean
omit [DecidableEq n] in
/-- For a real matrix, `tr(A Aᵀ)` is the sum of the squares of its entries. -/
theorem trace_mul_transpose_eq (A : Matrix n n ℝ) :
    trace (A * Aᵀ) = ∑ i, ∑ j, A i j ^ 2 := by
  simp [Matrix.trace, Matrix.mul_apply, sq]
```

Written out, tr(AAᵀ) = Σᵢ Σⱼ Aᵢⱼ².

```lean
/-- If the energy has symmetric gradient `h` at a symmetric occupation matrix `F` and is
locally minimal there along all orbital rotations, then `h` and `F` commute. -/
theorem commute_of_isRotationMinimum {E : Matrix n n ℝ → ℝ} {h F : Matrix n n ℝ}
    (hh : hᵀ = h) (hF : Fᵀ = F) (hE : HasEnergyGradient E h F)
    (hmin : IsRotationMinimum E F) : h * F = F * h := by
  -- rotate along the commutator itself
  have hT : (h * F - F * h)ᵀ = F * h - h * F := by
    rw [Matrix.transpose_sub, Matrix.transpose_mul, Matrix.transpose_mul, hh, hF]
  have hz := (hmin (h * F - F * h) (by rw [hT, neg_sub])).hasDerivAt_eq_zero
    (hasDerivAt_energy_rotated hE _)
  rw [← hT, trace_mul_transpose_eq] at hz
  -- a vanishing sum of squares has vanishing terms
  ext i j
  have hi := (Finset.sum_eq_zero_iff_of_nonneg (fun i _ =>
    Finset.sum_nonneg fun j _ => sq_nonneg ((h * F - F * h) i j))).1 hz i (Finset.mem_univ i)
  have hij := (Finset.sum_eq_zero_iff_of_nonneg (fun j _ =>
    sq_nonneg ((h * F - F * h) i j))).1 hi j (Finset.mem_univ j)
  have h0 : (h * F - F * h) i j = 0 := pow_eq_zero_iff two_ne_zero |>.1 hij
  rw [Matrix.sub_apply] at h0
  linarith
```

Let K = hF − Fh. Since h and F are symmetric, Kᵀ = Fh − hF = −K, so K is an allowed generator. At a minimum the slope along it vanishes:

0 = tr(K(Fh − hF)) = tr(KKᵀ) = Σᵢ Σⱼ Kᵢⱼ².

Every Kᵢⱼ is therefore zero, and hF = Fh. In Lean, `hz` is the vanishing slope, and `hi` and `hij` extract first a row and then an entry from the sum.

Take F = diag(1, 0.5) and h with rows (−1, 0.2) and (0.2, 0), in arbitrary energy units. Then K has rows (0, −0.1) and (0.1, 0), and the slope along K is 0.01 + 0.01 = 0.02. A small rotation with negative t lowers the energy, so this F is not a minimum.

```lean
/-- At a rotation minimum with diagonal occupation matrix and symmetric gradient `h`,
`h` does not couple two orbitals whose occupations differ. -/
theorem coupling_eq_zero {E : Matrix n n ℝ → ℝ} {h : Matrix n n ℝ} {f : n → ℝ}
    (hh : hᵀ = h) (hE : HasEnergyGradient E h (diagonal f))
    (hmin : IsRotationMinimum E (diagonal f)) {i j : n} (hij : f i ≠ f j) : h i j = 0 := by
  have hc := commute_of_isRotationMinimum hh (Matrix.diagonal_transpose f) hE hmin
  have he := congrFun (congrFun hc i) j
  rw [Matrix.mul_diagonal, Matrix.diagonal_mul] at he
  have hp : (f i - f j) * h i j = 0 := by linarith
  exact (mul_eq_zero.1 hp).resolve_left (sub_ne_zero.2 hij)
```

For F = diag(f), the (i, j) entry of hF = Fh reads hᵢⱼfⱼ = fᵢhᵢⱼ, or

(fᵢ − fⱼ)hᵢⱼ = 0.

Different occupations force hᵢⱼ = 0. Away from a minimum, the slope along A is Σᵢ Σⱼ Aᵢⱼ(fⱼ − fᵢ)hᵢⱼ, so a gradient-based minimisation over orbital rotations can use the numbers (fⱼ − fᵢ)hᵢⱼ to choose its next step.

## Equal occupations and an explicit minimum

```lean
/-- A matrix exponential is inverted by reversing the sign of its exponent. -/
theorem exp_mul_exp_neg (B : Matrix n n ℝ) :
    NormedSpace.exp B * NormedSpace.exp (-B) = 1 := by
  rw [← Matrix.exp_add_of_commute _ _ (Commute.neg_right (Commute.refl B)),
    add_neg_cancel, NormedSpace.exp_zero]
```

B and −B commute, so exp(B) exp(−B) = exp(0) = 1.

```lean
/-- If all orbitals have the same occupation `c`, every energy functional whatsoever is
minimal along orbital rotations. -/
theorem isRotationMinimum_equal_occupations (E : Matrix n n ℝ → ℝ) (c : ℝ) :
    IsRotationMinimum E (c • (1 : Matrix n n ℝ)) := by
  intro A _
  have hr : ∀ t : ℝ, rotated A (c • (1 : Matrix n n ℝ)) t = c • 1 := fun t => by
    rw [rotated, Matrix.mul_smul, Matrix.mul_one, Matrix.smul_mul, exp_mul_exp_neg]
  simp only [hr]
  exact Filter.Eventually.of_forall fun _ => le_rfl
```

If F = c·1, then F(t) = c exp(tA) exp(−tA) = F. The energy is constant along the path, whatever E is, so when all occupations are equal, minimality along rotations puts no condition on the couplings hᵢⱼ.

```lean
/-- For any symmetric `F`, the linear energy `X ↦ -tr(F X)` has gradient `-F` at `F` and is
minimal there along all orbital rotations. -/
theorem isRotationMinimum_witness (F : Matrix n n ℝ) (hF : Fᵀ = F) :
    HasEnergyGradient (fun X => trace (-F * X)) (-F) F ∧
      IsRotationMinimum (fun X => trace (-F * X)) F := by
  constructor
  · let L : Matrix n n ℝ →ₗ[ℝ] ℝ :=
      (Matrix.traceLinearMap n ℝ ℝ).comp (LinearMap.mulLeft ℝ (-F))
    exact ⟨L.toContinuousLinearMap, fun X => rfl, L.toContinuousLinearMap.hasFDerivAt⟩
  · intro A hA
    refine Filter.Eventually.of_forall fun t => ?_
    have h0 : rotated A F 0 = F := by simp [rotated]
    have hRS := exp_mul_exp_neg (t • A)
    have hR : (NormedSpace.exp (t • A))ᵀ = NormedSpace.exp (-(t • A)) := by
      rw [← Matrix.exp_transpose, Matrix.transpose_smul, hA, smul_neg]
    have hS : (NormedSpace.exp (-(t • A)))ᵀ = NormedSpace.exp (t • A) := by
      rw [← hR, Matrix.transpose_transpose]
    have hY : (rotated A F t)ᵀ = rotated A F t := by
      simp only [rotated, Matrix.transpose_mul, hR, hS, hF, Matrix.mul_assoc]
    -- rotation preserves the trace of the square
    have hYY : trace (rotated A F t * rotated A F t) = trace (F * F) := by
      unfold rotated
      generalize NormedSpace.exp (t • A) = R at *
      generalize NormedSpace.exp (-(t • A)) = S at *
      have hSR : S * R = 1 := mul_eq_one_comm.1 hRS
      calc trace (R * F * S * (R * F * S)) = trace (R * (F * (S * R) * F * S)) := by
            simp only [Matrix.mul_assoc]
        _ = trace (F * F * (S * R)) := by
            rw [hSR, Matrix.mul_one, Matrix.trace_mul_comm, Matrix.mul_assoc, hSR]
        _ = trace (F * F) := by rw [hSR, Matrix.mul_one]
    -- the squared distance between `F` and its rotated copy is nonnegative
    have hpos : 0 ≤ trace ((rotated A F t - F) * (rotated A F t - F)ᵀ) := by
      rw [trace_mul_transpose_eq]
      positivity
    rw [Matrix.transpose_sub, hY, hF, Matrix.sub_mul, Matrix.mul_sub, Matrix.mul_sub,
      Matrix.trace_sub, Matrix.trace_sub, Matrix.trace_sub, hYY,
      Matrix.trace_mul_comm (rotated A F t) F] at hpos
    simp only [h0, Matrix.neg_mul, Matrix.trace_neg]
    linarith

end

end EnsembleDFT
```

Every symmetric F, with fractional occupations or not, is a rotation minimum of some energy: E(X) = −tr(FX), whose gradient is −F. Write Y = F(t) for an antisymmetric generator A. Y is symmetric (`hY`) and tr(Y²) = tr(F²) (`hYY`), so

0 ≤ tr((Y − F)(Y − F)ᵀ) = 2 tr(F²) − 2 tr(FY).

Hence −tr(FY) ≥ −tr(F²), which is E(Y) ≥ E(F) for every t. The final `linarith` draws this conclusion from `hpos`.

```lean
#print axioms EnsembleDFT.densityMatrix_gauge_iff
-- 'EnsembleDFT.densityMatrix_gauge_iff' depends on axioms: [propext, Classical.choice, Quot.sound]
#print axioms EnsembleDFT.commute_of_isRotationMinimum
-- 'EnsembleDFT.commute_of_isRotationMinimum' depends on axioms: [propext, Classical.choice, Quot.sound]
#print axioms EnsembleDFT.coupling_eq_zero
-- 'EnsembleDFT.coupling_eq_zero' depends on axioms: [propext, Classical.choice, Quot.sound]
#print axioms EnsembleDFT.isRotationMinimum_equal_occupations
-- 'EnsembleDFT.isRotationMinimum_equal_occupations' depends on axioms: [propext, Classical.choice, Quot.sound]
```
